# A real third-order splitting into kinetic and potential exponentials has negative coefficients of both kinds

"Third order" is taken here as a property of the coefficients alone: the one-step error must be $o(\varepsilon^3)$ for every pair of real square matrices $A$, $B$. These stand for minus the kinetic and minus the potential energy, in finite dimension. Accuracy for one special pair is not enough: if $A$ and $B$ commute, a single stage with positive coefficients is already exact.

In Lean 4 with Mathlib:

```lean
import Mathlib

open Finset Filter Topology

namespace PositiveSplitting

noncomputable section
```

Stages are numbered $i=0,\dots,n-1$, with real coefficients $t_i$ (kinetic) and $v_i$ (potential). Write $T_i=\sum_{j<i}t_j$ and $V_i=\sum_{j<i}v_j$ for the times elapsed before stage $i$; both are instances of `cum`.

```lean
/-- The sum of the first `i` coefficients of a splitting. -/
def cum (w : ℕ → ℝ) (i : ℕ) : ℝ := ∑ j ∈ range i, w j
```

The potential time still to come is $d_i=\sum_{j=i}^{n-1}v_j=V_n-V_i$.

```lean
/-- The sum of the coefficients from stage `i` to the last of `n` stages. -/
def remaining (w : ℕ → ℝ) (n i : ℕ) : ℝ := ∑ j ∈ Ico i n, w j
```

One time step is the ordered product
$$S_n(\varepsilon)=e^{\varepsilon t_0A}e^{\varepsilon v_0B}\cdots e^{\varepsilon t_{n-1}A}e^{\varepsilon v_{n-1}B}.$$
In diffusion Monte Carlo without importance sampling, in atomic units, the factor with $t_i>0$ displaces each electron coordinate by a Gaussian of variance $\varepsilon t_i$. The factor with $v_i$ multiplies the walker's weight by $e^{-\varepsilon v_iU(R)}$, where $U(R)$ is the potential energy at configuration $R$.

```lean
/-- The split propagator: the ordered product of `exp (ε tᵢ A) exp (ε vᵢ B)` over the stages,
with `A` minus the kinetic and `B` minus the potential energy. -/
def splitStep {m : ℕ} (A B : Matrix (Fin m) (Fin m) ℝ) (t v : ℕ → ℝ) (ε : ℝ) :
    ℕ → Matrix (Fin m) (Fin m) ℝ
  | 0 => 1
  | n + 1 => splitStep A B t v ε n * NormedSpace.exp ((ε * t n) • A) *
      NormedSpace.exp ((ε * v n) • B)
```

The error is compared entry by entry with $e^{\varepsilon(A+B)}$, as $\varepsilon$ decreases to zero.

```lean
/-- A splitting is third order if, for all real square matrices `A` and `B`, each entry of its
one-step error vanishes faster than `ε ^ 3` as the time step `ε` decreases to zero. -/
def IsThirdOrder (t v : ℕ → ℝ) (n : ℕ) : Prop :=
  ∀ (m : ℕ) (A B : Matrix (Fin m) (Fin m) ℝ) (i j : Fin m),
    Tendsto (fun ε : ℝ => (splitStep A B t v ε n i j -
      NormedSpace.exp (ε • (A + B)) i j) / ε ^ 3) (𝓝[>] 0) (𝓝 0)
```

With $c_i=T_{i+1}$, the kinetic time including stage $i$, the conditions to be derived are $T_n=V_n=1$ and
$$\sum_i v_ic_i=\tfrac12,\qquad \sum_i v_ic_i^2=\tfrac13,\qquad \sum_i t_id_i^2=\tfrac13 .$$

```lean
/-- The two normalisations and the three sums `∑ vᵢ cᵢ`, `∑ vᵢ cᵢ²`, `∑ tᵢ dᵢ²` with their
prescribed values. -/
structure OrderConditions (t v : ℕ → ℝ) (n : ℕ) : Prop where
  sum_t : cum t n = 1
  sum_v : cum v n = 1
  second : ∑ i ∈ range n, v i * cum t (i + 1) = 1 / 2
  third_t : ∑ i ∈ range n, v i * cum t (i + 1) ^ 2 = 1 / 3
  third_v : ∑ i ∈ range n, t i * remaining v n i ^ 2 = 1 / 3
```

## Two test pairs that isolate the error coefficients

Let $L$ be a $4\times4$ matrix with entries $x,y,z$ just above the diagonal and zeros elsewhere. Unless it is zero, it is not symmetric and so does not represent an energy; it can serve as a test because the definition of third order covers all real square matrices.

```lean
/-- A four-level matrix that couples only neighbouring levels, in one direction. -/
def ladder (x y z : ℝ) : Matrix (Fin 4) (Fin 4) ℝ :=
  !![0, x, 0, 0; 0, 0, y, 0; 0, 0, 0, z; 0, 0, 0, 0]
```

Since $L^4=0$, the exponential series stops: $e^{sL}=1+sL+s^2L^2/2+s^3L^3/6$.

```lean
/-- The exponential of a multiple of a ladder matrix, in closed form. -/
theorem exp_ladder (s x y z : ℝ) : NormedSpace.exp (s • ladder x y z) =
    !![1, s * x, s ^ 2 * (x * y) / 2, s ^ 3 * (x * y * z) / 6;
       0, 1, s * y, s ^ 2 * (y * z) / 2; 0, 0, 1, s * z; 0, 0, 0, 1] := by
  have h2 : (s • ladder x y z) ^ 2 = !![0, 0, s ^ 2 * (x * y), 0;
      0, 0, 0, s ^ 2 * (y * z); 0, 0, 0, 0; 0, 0, 0, 0] := by
    rw [pow_two (s • ladder x y z)]
    ext i j
    fin_cases i <;> fin_cases j <;>
      simp [ladder, Matrix.mul_apply, Fin.sum_univ_four] <;> ring
  have h3 : (s • ladder x y z) ^ 3 = !![0, 0, 0, s ^ 3 * (x * y * z);
      0, 0, 0, 0; 0, 0, 0, 0; 0, 0, 0, 0] := by
    rw [pow_succ (s • ladder x y z) 2, h2]
    ext i j
    fin_cases i <;> fin_cases j <;>
      simp [ladder, Matrix.mul_apply, Fin.sum_univ_four]
    ring
  have h4 : (s • ladder x y z) ^ 4 = 0 := by
    rw [pow_succ (s • ladder x y z) 3, h3]
    ext i j
    fin_cases i <;> fin_cases j <;> simp [ladder, Matrix.mul_apply, Fin.sum_univ_four]
  -- the exponential series stops after the cubic term
  have hs : ∀ k ∉ range 4, ((k.factorial : ℝ)⁻¹) • (s • ladder x y z) ^ k = 0 := by
    intro k hk
    obtain ⟨q, rfl⟩ := Nat.exists_eq_add_of_le (show 4 ≤ k by simpa using hk)
    rw [pow_add, h4, zero_mul, smul_zero]
  rw [NormedSpace.exp_eq_tsum ℝ]
  change (∑' k : ℕ, ((k.factorial : ℝ)⁻¹) • (s • ladder x y z) ^ k) = _
  rw [tsum_eq_sum hs]
  simp only [sum_range_succ, sum_range_zero, h2, h3, pow_zero, pow_one]
  ext i j
  fin_cases i <;> fin_cases j <;> simp [ladder, Nat.factorial] <;> ring
```

Let $A$ make the first two steps of the ladder and $B$ the last. The corner entry of $S_n$ then collects only the word $AAB$. The kinetic factors before $v_i$ contribute $\varepsilon^2c_i^2/2$, so the entry is $\varepsilon^3\sum_i v_ic_i^2/2$. Likewise the word $AB$ gives $\varepsilon^2\sum_i v_ic_i$. The proof is by induction, multiplying by one more stage.

```lean
/-- The split propagator for a test pair in which `A` acts twice and `B` once. -/
theorem splitStep_AAB (t v : ℕ → ℝ) (ε : ℝ) (n : ℕ) :
    splitStep (ladder 1 1 0) (ladder 0 0 1) t v ε n =
    !![1, ε * cum t n, ε ^ 2 * cum t n ^ 2 / 2,
        ε ^ 3 * ((∑ i ∈ range n, v i * cum t (i + 1) ^ 2) / 2);
       0, 1, ε * cum t n, ε ^ 2 * ∑ i ∈ range n, v i * cum t (i + 1);
       0, 0, 1, ε * cum v n; 0, 0, 0, 1] := by
  induction n with
  | zero => ext i j; fin_cases i <;> fin_cases j <;> simp [splitStep, cum]
  | succ n ih =>
    rw [splitStep, ih, exp_ladder, exp_ladder]
    simp only [cum, sum_range_succ]
    ext i j
    fin_cases i <;> fin_cases j <;> simp [Matrix.mul_apply, Fin.sum_univ_four] <;> ring
```

If $A$ makes only the first step, the corner collects $ABB$ and equals $\varepsilon^3\sum_i t_id_i^2/2$. Because $d_i$ changes whenever a stage is added, the induction uses the elapsed times $V_i$.

```lean
/-- The split propagator for a test pair in which `A` acts once and `B` twice. -/
theorem splitStep_ABB (t v : ℕ → ℝ) (ε : ℝ) (n : ℕ) :
    splitStep (ladder 1 0 0) (ladder 0 1 1) t v ε n =
    !![1, ε * cum t n, ε ^ 2 * (cum t n * cum v n - ∑ i ∈ range n, t i * cum v i),
        ε ^ 3 * ((cum v n ^ 2 * cum t n - 2 * cum v n * (∑ i ∈ range n, t i * cum v i)
          + ∑ i ∈ range n, t i * cum v i ^ 2) / 2);
       0, 1, ε * cum v n, ε ^ 2 * cum v n ^ 2 / 2;
       0, 0, 1, ε * cum v n; 0, 0, 0, 1] := by
  induction n with
  | zero => ext i j; fin_cases i <;> fin_cases j <;> simp [splitStep, cum]
  | succ n ih =>
    rw [splitStep, ih, exp_ladder, exp_ladder]
    simp only [cum, sum_range_succ]
    ext i j
    fin_cases i <;> fin_cases j <;> simp [Matrix.mul_apply, Fin.sum_univ_four] <;> ring
```

The two forms agree by expanding the square:
$$\sum_i t_i(V_n-V_i)^2=V_n^2T_n-2V_n\sum_i t_iV_i+\sum_i t_iV_i^2 .$$

```lean
/-- The sum `∑ tᵢ dᵢ²` expanded in moments of the potential time already elapsed. -/
theorem remaining_moment (t v : ℕ → ℝ) (n : ℕ) :
    ∑ i ∈ range n, t i * remaining v n i ^ 2 =
      cum v n ^ 2 * cum t n - 2 * cum v n * (∑ i ∈ range n, t i * cum v i)
        + ∑ i ∈ range n, t i * cum v i ^ 2 := by
  have h : ∀ (s : ℝ) (m : ℕ), ∑ i ∈ range m, t i * (s - cum v i) ^ 2 =
      s ^ 2 * (∑ i ∈ range m, t i) - 2 * s * (∑ i ∈ range m, t i * cum v i)
        + ∑ i ∈ range m, t i * cum v i ^ 2 := by
    intro s m
    induction m with
    | zero => simp
    | succ m ih => simp only [sum_range_succ, ih]; ring
  refine Eq.trans (sum_congr rfl fun i hi => ?_) (h (cum v n) n)
  rw [remaining, sum_Ico_eq_sub _ (mem_range.mp hi).le, cum, cum]
```

If an error entry equals $k\varepsilon^p$ with $p\le3$ and is $o(\varepsilon^3)$, multiplying its ratio to $\varepsilon^3$ by $\varepsilon^{3-p}$ shows that $k=0$.

```lean
/-- An error term `k ε ^ p` with `p ≤ 3` that vanishes faster than `ε ^ 3` has `k = 0`. -/
theorem coeff_eq_zero {f : ℝ → ℝ} {k : ℝ} {p : ℕ} (hp : p ≤ 3)
    (h : Tendsto (fun ε => f ε / ε ^ 3) (𝓝[>] 0) (𝓝 0))
    (hf : ∀ ε, f ε = k * ε ^ p) : k = 0 := by
  have h2 := h.mul (((continuous_pow (3 - p)).tendsto (0 : ℝ)).mono_left nhdsWithin_le_nhds)
  rw [zero_mul] at h2
  refine tendsto_nhds_unique ((tendsto_const_nhds (x := k)).congr' ?_) h2
  filter_upwards [self_mem_nhdsWithin] with ε hε
  have h0 : ε ≠ 0 := (Set.mem_Ioi.mp hε).ne'
  have h3 : ε ^ p * ε ^ (3 - p) = ε ^ 3 := by rw [← pow_add, Nat.add_sub_of_le hp]
  rw [hf, div_mul_eq_mul_div, mul_assoc, h3, mul_div_cancel_right₀ _ (pow_ne_zero 3 h0)]
```

For both pairs $A+B$ is the full ladder, whose exponential has entries $\varepsilon$, $\varepsilon^2/2$ and $\varepsilon^3/6$ above the diagonal. Five entries of the error therefore give the five conditions.

```lean
/-- A third-order splitting satisfies the order conditions. -/
theorem IsThirdOrder.orderConditions {t v : ℕ → ℝ} {n : ℕ} (H : IsThirdOrder t v n) :
    OrderConditions t v n := by
  have h1 : ladder 1 1 0 + ladder 0 0 1 = ladder 1 1 1 := by
    ext i j; fin_cases i <;> fin_cases j <;> simp [ladder]
  have h2 : ladder 1 0 0 + ladder 0 1 1 = ladder 1 1 1 := by
    ext i j; fin_cases i <;> fin_cases j <;> simp [ladder]
  -- each matrix entry isolates one coefficient of the error
  have a := coeff_eq_zero (k := cum t n - 1) (p := 1) (by norm_num)
    (H 4 (ladder 1 1 0) (ladder 0 0 1) 0 1)
    (fun ε => by simp only [splitStep_AAB, h1, exp_ladder]; simp; ring)
  have b := coeff_eq_zero (k := cum v n - 1) (p := 1) (by norm_num)
    (H 4 (ladder 1 1 0) (ladder 0 0 1) 2 3)
    (fun ε => by simp only [splitStep_AAB, h1, exp_ladder]; simp; ring)
  have c := coeff_eq_zero (k := (∑ i ∈ range n, v i * cum t (i + 1)) - 1 / 2) (p := 2)
    (by norm_num) (H 4 (ladder 1 1 0) (ladder 0 0 1) 1 3)
    (fun ε => by simp only [splitStep_AAB, h1, exp_ladder]; simp; ring)
  have d := coeff_eq_zero (k := (∑ i ∈ range n, v i * cum t (i + 1) ^ 2) / 2 - 1 / 6)
    (p := 3) le_rfl (H 4 (ladder 1 1 0) (ladder 0 0 1) 0 3)
    (fun ε => by simp only [splitStep_AAB, h1, exp_ladder]; simp; ring)
  have e := coeff_eq_zero (k := (∑ i ∈ range n, t i * remaining v n i ^ 2) / 2 - 1 / 6)
    (p := 3) le_rfl (H 4 (ladder 1 0 0) (ladder 0 1 1) 0 3)
    (fun ε => by
      simp only [splitStep_ABB, h2, exp_ladder, remaining_moment]; simp; ring)
  exact ⟨by linarith, by linarith, by linarith, by linarith, by linarith⟩
```

## The staircase cannot lie on the diagonal

Plot $c_i$ as a staircase over potential time. With $m_i=V_i+v_i/2$, its squared distance from the diagonal, when all $v_i\ge0$, is
$$D_v=\sum_i\int_{V_i}^{V_{i+1}}(c_i-x)^2dx=\sum_i v_i\Big((c_i-m_i)^2+\frac{v_i^2}{12}\Big).$$
Let $T_n=V_n=1$. Summation by parts gives $\sum_i 2v_im_ic_i=\sum_i c_i(V_{i+1}^2-V_i^2)=1-\sum_i t_iV_i^2$, and also $\sum_i t_id_i=\sum_i v_ic_i$. Hence
$$D_v=\sum_i v_ic_i^2-2\sum_i v_ic_i+\sum_i t_id_i^2+\tfrac13 .$$
The distance over kinetic time, $D_t=\sum_i\int_{T_i}^{T_{i+1}}(x-V_i)^2dx$, has the same value. The identities are algebraic and hold for any signs. At $T_n=V_n=1$ both right-hand sides in the code reduce to the formula for $D_v$ above; they are longer because partial sums in the induction need not be one.

```lean
/-- Two weighted sums, one over the potential and one over the kinetic coefficients, in terms of the
total times and of moments of the elapsed times. When its weights are nonnegative, each sum is the
squared distance between the staircase of the splitting and the diagonal. -/
theorem staircase_defect (t v : ℕ → ℝ) (n : ℕ) :
    (∑ i ∈ range n, v i * ((cum t (i + 1) - (cum v i + v i / 2)) ^ 2 + v i ^ 2 / 12) =
      (∑ i ∈ range n, v i * cum t (i + 1) ^ 2) - 2 * (∑ i ∈ range n, v i * cum t (i + 1))
      + (cum t n - 2 * (∑ i ∈ range n, t i * cum v i) + ∑ i ∈ range n, t i * cum v i ^ 2)
      - cum t n * (1 - cum v n) ^ 2 + cum v n ^ 3 / 3) ∧
    (∑ i ∈ range n, t i * ((cum t i + t i / 2 - cum v i) ^ 2 + t i ^ 2 / 12) =
      (∑ i ∈ range n, v i * cum t (i + 1) ^ 2) - 2 * (∑ i ∈ range n, v i * cum t (i + 1))
      + (cum t n - 2 * (∑ i ∈ range n, t i * cum v i) + ∑ i ∈ range n, t i * cum v i ^ 2)
      - (2 * cum t n - cum t n ^ 2) * (1 - cum v n) + (1 - (1 - cum t n) ^ 3) / 3) := by
  constructor
  · induction n with
    | zero => simp [cum]
    | succ n ih =>
      simp only [cum, sum_range_succ] at ih ⊢
      linear_combination ih
  · induction n with
    | zero => simp [cum]
    | succ n ih =>
      simp only [cum, sum_range_succ] at ih ⊢
      linear_combination ih
```

The conditions give $D_v=D_t=\frac13-1+\frac13+\frac13=0$. If all $v_i\ge0$ with sum one, some $v_i$ is positive and $D_v\ge\sum_i v_i^3/12>0$, a contradiction. The same holds for $t$ with $D_t$. In the code `key` is this positivity, and `linarith` closes the contradiction.

```lean
/-- The order conditions force a negative kinetic and a negative potential coefficient. -/
theorem OrderConditions.exists_neg {t v : ℕ → ℝ} {n : ℕ} (h : OrderConditions t v n) :
    (∃ i < n, t i < 0) ∧ ∃ i < n, v i < 0 := by
  -- nonnegative weights of sum one keep the staircase away from the diagonal
  have key : ∀ w g : ℕ → ℝ, (∀ i < n, 0 ≤ w i) → cum w n = 1 →
      0 < ∑ i ∈ range n, w i * (g i ^ 2 + w i ^ 2 / 12) := by
    intro w g hw hsum
    have hn : ∀ i ∈ range n, 0 ≤ w i * (g i ^ 2 + w i ^ 2 / 12) := fun i hi =>
      mul_nonneg (hw i (mem_range.mp hi)) (by positivity)
    refine lt_of_le_of_ne (sum_nonneg hn) fun h0 => ?_
    have hz : ∀ i ∈ range n, w i = 0 := by
      intro i hi
      rcases mul_eq_zero.1 ((sum_eq_zero_iff_of_nonneg hn).1 h0.symm i hi) with h | h
      · exact h
      · have hsq : w i ^ 2 = 0 := by linarith [sq_nonneg (g i), sq_nonneg (w i)]
        exact (pow_eq_zero_iff two_ne_zero).1 hsq
    rw [cum, sum_eq_zero hz] at hsum
    norm_num at hsum
  obtain ⟨hv, ht⟩ := staircase_defect t v n
  have h3 := h.third_v
  rw [remaining_moment, h.sum_t, h.sum_v] at h3
  rw [h.sum_t, h.sum_v, h.second, h.third_t] at hv ht
  constructor
  · by_contra! hc
    have p := key t (fun i => cum t i + t i / 2 - cum v i) hc h.sum_t
    linarith
  · by_contra! hc
    have p := key v (fun i => cum t (i + 1) - (cum v i + v i / 2)) hc h.sum_v
    linarith
```

The same estimate gives a lower bound on how far second-order splittings with nonnegative $v_i$ miss the third-order conditions: since $\sum_i v_i^3\ge1/n^2$, the sums $\sum_i v_ic_i^2$ and $\sum_i t_id_i^2$ together exceed $\frac23$ by at least $1/(12n^2)$.

Combining the two parts gives the result for the propagator. In diffusion Monte Carlo with such plain products of exponentials, a step that is third order in the sense defined above would need a Gaussian move of negative variance, which cannot be sampled.

```lean
/-- Every third-order splitting has a negative kinetic and a negative potential coefficient. -/
theorem IsThirdOrder.exists_neg {t v : ℕ → ℝ} {n : ℕ} (H : IsThirdOrder t v n) :
    (∃ i < n, t i < 0) ∧ ∃ i < n, v i < 0 :=
  H.orderConditions.exists_neg
```

Negative coefficients do allow the five conditions to be met, as a three-stage example shows; the theorem checks these conditions and not `IsThirdOrder` itself.

```lean
/-- The three-stage coefficients `t = (7/24, 3/4, -1/24)` and `v = (2/3, -2/3, 1)` satisfy
the order conditions. -/
theorem orderConditions_witness : OrderConditions
    (fun i => if i = 0 then 7 / 24 else if i = 1 then 3 / 4 else -1 / 24)
    (fun i => if i = 0 then 2 / 3 else if i = 1 then -2 / 3 else 1) 3 := by
  refine ⟨?_, ?_, ?_, ?_, ?_⟩
  · norm_num [cum, sum_range_succ]
  · norm_num [cum, sum_range_succ]
  · norm_num [cum, sum_range_succ]
  · norm_num [cum, sum_range_succ]
  · rw [remaining_moment]
    norm_num [cum, sum_range_succ]

end

end PositiveSplitting
```

```lean
#print axioms PositiveSplitting.OrderConditions.exists_neg
-- 'PositiveSplitting.OrderConditions.exists_neg' depends on axioms: [propext, Classical.choice, Quot.sound]
#print axioms PositiveSplitting.IsThirdOrder.exists_neg
-- 'PositiveSplitting.IsThirdOrder.exists_neg' depends on axioms: [propext, Classical.choice, Quot.sound]
```
